# Filled site orbitals have zero intersite Hubbard energy only if they are orthogonal, when every V is positive

## Two filled shells that seem to bond

Suppose a DFT+U+V calculation on two closed-shell atoms reports a negative intersite energy that deepens as the atoms approach. Read as chemistry, this is a bond. But the number can come entirely from the overlap of the atomic orbitals used to count electrons, and the forces in a relaxation then contain a contribution with the same origin.

The intersite term is meant to lower the energy when electrons are shared between sites. For one spin channel and one orbital per site it is

\[
E_V=-\tfrac12\sum_{i\neq j}V_{ij}\,|n_{ij}|^2,\qquad n_{ij}=\langle b_i,P\,b_j\rangle .
\]

Here \(b_i\) is the normalised localised orbital on site \(i\), and \(P\) is the density operator, which projects onto the occupied space. In this field \(b_i\) is called a projector, although it is a vector; the operator that is a projection in the mathematical sense is \(P\). The number \(V_{ij}\) stands for the screened Coulomb repulsion between electrons on sites \(i\) and \(j\). It is a given positive parameter here, not computed from the electronic structure.

A site is filled when \(n_{ii}=1\). If all sites are filled, \(E_V\) is zero exactly when the \(b_i\) are orthonormal, and any overlap between distinct sites makes it negative.

## The claim in Lean's terms

The orbital space `H` is any complex inner product space, of finite or infinite dimension. `IsDensityProjector P` says that the linear map `P` is Hermitian and idempotent, as for a single determinant with occupations zero or one. The number of electrons is not fixed.

`occ P b i j` is \(n_{ij}\), with the inner product conjugate-linear in its first argument. In `intersiteEnergy`, the inner sum runs over `univ.erase i`, that is, over all sites except \(i\). Each pair therefore appears twice, which the factor \(1/2\) compensates when \(V\) is symmetric. Symmetry of \(V\) is not required, and its diagonal never enters.

The main theorem, `intersiteEnergy_eq_zero_iff`, assumes a finite set of sites with

- `hb`: every \(b_i\) has norm one;
- `hfull`: every \(n_{ii}\) equals one;
- `hV`: \(V_{ij}>0\) for all \(i\neq j\).

It concludes that the energy vanishes if and only if `Orthonormal ℂ b`. Calculations often keep \(V\) only between near neighbours. If \(V_{ij}\) and \(V_{ji}\) are both zero, an overlap of that pair leaves no trace in the energy.

## From full occupation to the bare overlap

Let \(b\) be a unit vector with \(\langle b,Pb\rangle=1\). Since \(P\) is Hermitian and idempotent, \(\langle Pb,b\rangle=\langle b,Pb\rangle\) and \(\langle Pb,Pb\rangle=\langle b,P^2b\rangle=\langle b,Pb\rangle\). Hence

\[
\|b-Pb\|^2=\langle b,b\rangle-\langle b,Pb\rangle-\langle Pb,b\rangle+\langle Pb,Pb\rangle=1-1-1+1=0,
\]

so \(Pb=b\), and \(b\) lies in the occupied space. Conversely, if \(b=Py\) for some \(y\), then \(Pb=P^2y=Py=b\) and \(\langle b,Pb\rangle=\|b\|^2=1\).

For filled sites this gives

\[
n_{ij}=\langle b_i,Pb_j\rangle=\langle b_i,b_j\rangle,\qquad
E_V=-\tfrac12\sum_{i\neq j}V_{ij}\,|\langle b_i,b_j\rangle|^2 .
\]

Every term of the sum is nonnegative. If the sum is zero, each term is zero, and since \(V_{ij}>0\), each overlap between distinct sites is zero. If instead the \(b_i\) are orthonormal, every term vanishes. A single nonzero overlap makes the sum positive and \(E_V\) negative.

## The dimer and its false force

Number two sites 0 and 1, let both directions have interaction \(v\), and write \(S=\langle b_0,b_1\rangle\). The two ordered pairs contribute equally because \(|\langle b_1,b_0\rangle|=|S|\), so

\[
E_V=-\tfrac12\left(v|S|^2+v|S|^2\right)=-v|S|^2 .
\]

Now let the overlap be a real function \(s(R)\) of the distance \(R\), with both sites filled at every distance and \(v\) constant. Then \(E_V=-v\,s(R)^2\), and the product rule gives

\[
\frac{dE_V}{dR}=-2v\,s(R)\,s'(R).
\]

For \(v>0\) and an overlap whose magnitude falls with distance, so that \(ss'<0\), the slope is positive and this contribution to the force pulls the atoms together.

A concrete case uses three orthonormal orbitals, of which the first two are filled. Take \(b_0=(1,0,0)\) and \(b_1=(\tfrac35,\tfrac45,0)\). Both are normalised and lie in the filled plane, their overlap is \(\tfrac35\), and \(E_V=-\tfrac{9}{25}v\). With \((0,1,0)\) in place of \(b_1\), the same occupied plane gives \(E_V=0\). The electronic state has not changed, only the orbitals used to count electrons. Any orthonormal pair in the filled plane gives zero, so the energy of the first pair comes entirely from its overlap.

## What this means for a DFT+U+V calculation

For single-determinant states with one exactly filled orbital per site, a nonzero intersite energy reports non-orthogonal projectors. It is therefore worth checking the overlap matrix before reading such an energy as bonding.

The step from here to a real material is exact filling. The atomic orbital of a closed shell usually lies only approximately in the occupied space, so \(n_{ii}\) is close to one and \(n_{ij}\) can differ from the bare overlap. Sites with several orbitals, fractional occupations and a distance-dependent \(V\) also need a separate treatment.

## The complete Lean file

```lean
import Mathlib

open Finset

namespace IntersiteVFilledShell

noncomputable section

variable {H : Type*} [NormedAddCommGroup H] [InnerProductSpace ℂ H]
variable {ι : Type*} [Fintype ι] [DecidableEq ι]

/-- A one-particle density operator of a single determinant: Hermitian and idempotent. -/
def IsDensityProjector (P : H →ₗ[ℂ] H) : Prop :=
  P.IsSymmetric ∧ ∀ x, P (P x) = P x

/-- The generalized occupation matrix `n i j = ⟨b i, P (b j)⟩` of the site projectors `b`. -/
def occ {κ : Type*} (P : H →ₗ[ℂ] H) (b : κ → H) (i j : κ) : ℂ :=
  inner ℂ (b i) (P (b j))

/-- The intersite Hubbard energy `-(1/2) ∑ V i j |n i j|²`, summed over ordered pairs of distinct
sites. -/
def intersiteEnergy (V : ι → ι → ℝ) (n : ι → ι → ℂ) : ℝ :=
  -(1 / 2) * ∑ i, ∑ j ∈ univ.erase i, V i j * ‖n i j‖ ^ 2

/-- A normalized orbital has occupation one exactly when it lies in the range of the
density operator, that is, in the occupied space. -/
theorem occupation_eq_one_iff {P : H →ₗ[ℂ] H} (hP : IsDensityProjector P)
    {x : H} (hx : ‖x‖ = 1) : inner ℂ x (P x) = 1 ↔ x ∈ LinearMap.range P := by
  have hxx : inner ℂ x x = (1 : ℂ) := by
    rw [inner_self_eq_norm_sq_to_K, hx]
    simp
  constructor
  · intro h
    -- the component of x outside the occupied space has zero norm
    have h0 : inner ℂ (x - P x) (x - P x) = (0 : ℂ) := by
      rw [inner_sub_left, inner_sub_right, inner_sub_right, hP.1 x x, hP.1 x (P x),
        hP.2 x, hxx, h]
      ring
    exact ⟨x, (sub_eq_zero.1 (inner_self_eq_zero.1 h0)).symm⟩
  · rintro ⟨y, rfl⟩
    rw [hP.2 y]
    exact hxx

/-- If all normalized projectors are fully occupied, the occupation matrix is their bare
overlap matrix. -/
theorem occ_eq_overlap {κ : Type*} {P : H →ₗ[ℂ] H} (hP : IsDensityProjector P) {b : κ → H}
    (hb : ∀ i, ‖b i‖ = 1) (hfull : ∀ i, occ P b i i = 1) (i j : κ) :
    occ P b i j = inner ℂ (b i) (b j) := by
  obtain ⟨y, hy⟩ := (occupation_eq_one_iff hP (hb j)).1 (hfull j)
  have hfix : P (b j) = b j := by rw [← hy, hP.2 y]
  unfold occ
  rw [hfix]

/-- For fully occupied normalized projectors and positive intersite interactions, the
intersite energy vanishes if and only if the projectors are orthonormal. -/
theorem intersiteEnergy_eq_zero_iff {P : H →ₗ[ℂ] H} (hP : IsDensityProjector P) {b : ι → H}
    (hb : ∀ i, ‖b i‖ = 1) (hfull : ∀ i, occ P b i i = 1)
    {V : ι → ι → ℝ} (hV : ∀ i j, i ≠ j → 0 < V i j) :
    intersiteEnergy V (occ P b) = 0 ↔ Orthonormal ℂ b := by
  have hnn : ∀ i, ∀ j ∈ univ.erase i, 0 ≤ V i j * ‖occ P b i j‖ ^ 2 := fun i j hj =>
    mul_nonneg (hV i j (Finset.ne_of_mem_erase hj).symm).le (sq_nonneg _)
  constructor
  · intro h
    refine ⟨hb, fun i j hij => ?_⟩
    have hs : ∑ i, ∑ j ∈ univ.erase i, V i j * ‖occ P b i j‖ ^ 2 = 0 := by
      unfold intersiteEnergy at h
      linarith
    -- a vanishing sum of nonnegative terms vanishes term by term
    have h1 := (Finset.sum_eq_zero_iff_of_nonneg
      (fun i _ => Finset.sum_nonneg (hnn i))).1 hs i (mem_univ i)
    have h2 := (Finset.sum_eq_zero_iff_of_nonneg (hnn i)).1 h1 j
      (Finset.mem_erase.2 ⟨hij.symm, mem_univ j⟩)
    have h3 := (mul_eq_zero.1 h2).resolve_left (hV i j hij).ne'
    exact (occ_eq_overlap hP hb hfull i j).symm.trans
      (norm_eq_zero.1 ((pow_eq_zero_iff two_ne_zero).1 h3))
  · intro ho
    have hs : ∑ i, ∑ j ∈ univ.erase i, V i j * ‖occ P b i j‖ ^ 2 = 0 := by
      refine Finset.sum_eq_zero fun i _ => Finset.sum_eq_zero fun j hj => ?_
      rw [occ_eq_overlap hP hb hfull i j, ho.2 (Finset.ne_of_mem_erase hj).symm]
      simp
    unfold intersiteEnergy
    rw [hs, mul_zero]

/-- For fully occupied normalized projectors and positive intersite interactions, a single
overlapping pair of distinct sites makes the intersite energy strictly negative. -/
theorem intersiteEnergy_neg_of_overlap {P : H →ₗ[ℂ] H} (hP : IsDensityProjector P)
    {b : ι → H} (hb : ∀ i, ‖b i‖ = 1) (hfull : ∀ i, occ P b i i = 1)
    {V : ι → ι → ℝ} (hV : ∀ i j, i ≠ j → 0 < V i j)
    {i j : ι} (hij : i ≠ j) (hS : inner ℂ (b i) (b j) ≠ (0 : ℂ)) :
    intersiteEnergy V (occ P b) < 0 := by
  have hle : intersiteEnergy V (occ P b) ≤ 0 := by
    have hs : 0 ≤ ∑ i, ∑ j ∈ univ.erase i, V i j * ‖occ P b i j‖ ^ 2 :=
      Finset.sum_nonneg fun i _ => Finset.sum_nonneg fun j hj =>
        mul_nonneg (hV i j (Finset.ne_of_mem_erase hj).symm).le (sq_nonneg _)
    unfold intersiteEnergy
    linarith
  exact lt_of_le_of_ne hle fun h =>
    hS (((intersiteEnergy_eq_zero_iff hP hb hfull hV).1 h).2 hij)

/-- Two fully occupied normalized projectors with interaction `v` have intersite energy
`-v |S|²`, where `S` is their overlap. -/
theorem dimer_energy {P : H →ₗ[ℂ] H} (hP : IsDensityProjector P) {b : Fin 2 → H}
    (hb : ∀ i, ‖b i‖ = 1) (hfull : ∀ i, occ P b i i = 1) (v : ℝ) :
    intersiteEnergy (fun _ _ => v) (occ P b) = -v * ‖(inner ℂ (b 0) (b 1) : ℂ)‖ ^ 2 := by
  have e0 : (univ : Finset (Fin 2)).erase 0 = {1} := by decide
  have e1 : (univ : Finset (Fin 2)).erase 1 = {0} := by decide
  unfold intersiteEnergy
  rw [Fin.sum_univ_two, e0, e1, Finset.sum_singleton, Finset.sum_singleton,
    occ_eq_overlap hP hb hfull, occ_eq_overlap hP hb hfull, norm_inner_symm (b 1) (b 0)]
  ring

/-- If two normalized projectors stay fully occupied while their real overlap `s` changes
with the distance `R`, the intersite energy at constant `v` has slope `-2 v s s'`. -/
theorem dimer_energy_slope {P : ℝ → H →ₗ[ℂ] H} (hP : ∀ r, IsDensityProjector (P r))
    {b : ℝ → Fin 2 → H} (hb : ∀ r i, ‖b r i‖ = 1) (hfull : ∀ r i, occ (P r) (b r) i i = 1)
    {s : ℝ → ℝ} (hS : ∀ r, inner ℂ (b r 0) (b r 1) = (s r : ℂ))
    {s' R : ℝ} (hs : HasDerivAt s s' R) (v : ℝ) :
    HasDerivAt (fun r => intersiteEnergy (fun _ _ => v) (occ (P r) (b r)))
      (-2 * v * s R * s') R := by
  have hE : (fun r => intersiteEnergy (fun _ _ => v) (occ (P r) (b r)))
      = fun r => -v * (s r * s r) := by
    funext r
    rw [dimer_energy (hP r) (hb r) (hfull r), hS r, Complex.norm_real, Real.norm_eq_abs,
      sq_abs, pow_two]
  rw [hE]
  exact ((hs.fun_mul hs).const_mul (-v)).congr_deriv (by ring)

/-- The density operator that fills the first two of three orthonormal orbitals. -/
def planeP : EuclideanSpace ℂ (Fin 3) →ₗ[ℂ] EuclideanSpace ℂ (Fin 3) where
  toFun x := !₂[x 0, x 1, 0]
  map_add' x y := by ext i; fin_cases i <;> simp
  map_smul' c x := by ext i; fin_cases i <;> simp

/-- Two site projectors in the filled plane, with overlap `3/5`. -/
def planeB : Fin 2 → EuclideanSpace ℂ (Fin 3) :=
  ![!₂[1, 0, 0], !₂[3 / 5, 4 / 5, 0]]

/-- The operator `planeP` and the projectors `planeB` meet all the hypotheses on density and
projectors, and their intersite energy is `-(9/25) v`. -/
theorem filled_plane_witness (v : ℝ) :
    IsDensityProjector planeP ∧ (∀ i, ‖planeB i‖ = 1) ∧
      (∀ i, occ planeP planeB i i = 1) ∧
      intersiteEnergy (fun _ _ => v) (occ planeP planeB) = -(9 / 25) * v := by
  have hP : IsDensityProjector planeP := by
    refine ⟨fun x y => ?_, fun x => ?_⟩
    · simp [planeP, PiLp.inner_apply, Fin.sum_univ_succ]
    · ext i
      fin_cases i <;> simp [planeP]
  have hb : ∀ i, ‖planeB i‖ = 1 := by
    intro i
    rw [EuclideanSpace.norm_eq, Real.sqrt_eq_one]
    fin_cases i <;> norm_num [planeB, Fin.sum_univ_succ]
  have hfull : ∀ i, occ planeP planeB i i = 1 := by
    intro i
    -- both projectors are left unchanged by the density operator
    have hfix : planeP (planeB i) = planeB i := by
      ext k
      fin_cases i <;> fin_cases k <;> simp [planeP, planeB]
    exact (occupation_eq_one_iff hP (hb i)).2 ⟨planeB i, hfix⟩
  have hS : inner ℂ (planeB 0) (planeB 1) = ((3 / 5 : ℝ) : ℂ) := by
    norm_num [planeB, PiLp.inner_apply, Fin.sum_univ_succ]
  refine ⟨hP, hb, hfull, ?_⟩
  rw [dimer_energy hP hb hfull, hS, Complex.norm_real, Real.norm_eq_abs, sq_abs]
  ring

end

end IntersiteVFilledShell
```

```lean
#print axioms IntersiteVFilledShell.intersiteEnergy_eq_zero_iff
-- 'IntersiteVFilledShell.intersiteEnergy_eq_zero_iff' depends on axioms: [propext, Classical.choice, Quot.sound]
#print axioms IntersiteVFilledShell.intersiteEnergy_neg_of_overlap
-- 'IntersiteVFilledShell.intersiteEnergy_neg_of_overlap' depends on axioms: [propext, Classical.choice, Quot.sound]
#print axioms IntersiteVFilledShell.dimer_energy_slope
-- 'IntersiteVFilledShell.dimer_energy_slope' depends on axioms: [propext, Classical.choice, Quot.sound]
```

## How the Lean proofs follow the derivation

`occupation_eq_one_iff` is the equivalence between unit occupation and membership of the occupied space. Its step `h0` expands \(\langle x-Px,x-Px\rangle\), using `hP.1` for Hermiticity and `hP.2` for idempotency, and finds zero. A vector with zero inner product with itself is zero, so \(x=Px\), and \(x\) is its own preimage under \(P\). In the other direction \(x\) is replaced by \(Py\), and idempotency finishes the argument.

`occ_eq_overlap` applies this result to \(b_j\). The step `hfix` records \(Pb_j=b_j\), which turns \(n_{ij}\) into \(\langle b_i,b_j\rangle\). This lemma needs no finite set of sites.

In `intersiteEnergy_eq_zero_iff`, `hnn` states that every pair term is nonnegative. From zero energy, `hs` obtains a zero double sum. The lemma `Finset.sum_eq_zero_iff_of_nonneg` is then used twice: `h1` isolates the row of site \(i\), and `h2` isolates the term of site \(j\). Positivity of \(V_{ij}\) leaves \(|n_{ij}|^2=0\) in `h3`, and `occ_eq_overlap` translates this into a zero overlap. For the converse, orthogonality makes each term of the double sum zero.

`intersiteEnergy_neg_of_overlap` first shows that the energy is at most zero. It cannot equal zero, because the equivalence would then make the given pair orthogonal, against the hypothesis `hS`.

`dimer_energy` writes out the two ordered pairs and uses `norm_inner_symm` to identify their overlap magnitudes. It holds for any real `v`. `dimer_energy_slope` rewrites the energy as a function of distance in the form \(-v\,s\,s\) and applies the product rule. Only the overlap has to be differentiable, and only at `R`; the orbitals and the density operator may depend on distance in any way that keeps the sites filled and the overlap real.

Finally, `filled_plane_witness` checks the three-orbital example. It verifies by components that `planeP` is Hermitian and idempotent, that the vectors `planeB` are normalised, and that `planeP` leaves them unchanged. Full occupation follows from `occupation_eq_one_iff`, and the overlap \(3/5\) inserted into `dimer_energy` gives \(-\tfrac{9}{25}v\).
